# An operator $T$ is the z component of a vector operator exactly when $[J_z,T]=0$ and $[J_x,[J_x,T]]=T$

Suppose an operator commutes with $J_z$ and is therefore treated as the z component of a vector. The selection rule for the magnetic quantum number comes out right, but the rule for the total angular momentum can be wrong. The function $3z^2-r^2$ commutes with $L_z$ just as $z$ does, yet it connects s states to d states, which no component of a vector operator can do. Commuting with $J_z$ leaves the rank of the operator open.

One further condition settles the matter. Let $J_x,J_y,J_z$ satisfy the angular momentum relations, with $\hbar=1$. Then $T$ is the z component of some vector operator if and only if
$$[J_z,T]=0\quad\text{and}\quad [J_x,[J_x,T]]=T .$$
The other two components are then forced to be $V_x=-i[J_y,T]$ and $V_y=i[J_x,T]$. The letter $T$ stands for a Cartesian component here, not for a spherical tensor of general rank.

## The commutation relations of J

Physically, $J_x,J_y,J_z$ generate rotations, and their commutators record how rotations about different axes fail to commute. In Lean they are elements of `A`, an associative algebra over the complex numbers. The bracket `⁅X, Y⁆` is $XY-YX$, and `I • X` is $iX$.

```lean
import Mathlib

open Complex (I)

namespace VectorOperatorCriterion

noncomputable section

variable {A : Type*} [Ring A] [Algebra ℂ A]

/-- The angular momentum commutation relations, in units with ħ = 1. -/
structure IsAngularMomentum (Jx Jy Jz : A) : Prop where
  xy : ⁅Jx, Jy⁆ = I • Jz
  yz : ⁅Jy, Jz⁆ = I • Jx
  zx : ⁅Jz, Jx⁆ = I • Jy
```

A vector operator is a triple obeying $[J_a,V_b]=i\varepsilon_{abc}V_c$, with summation over $c$. The structure lists all nine cases; the field `xz`, for example, says $[J_x,V_z]=-iV_y$.

```lean
/-- The nine relations `[J_a, V_b] = i ε_abc V_c` that define a vector operator `V`
with respect to `J`. -/
structure IsVectorOperator (Jx Jy Jz Vx Vy Vz : A) : Prop where
  xx : ⁅Jx, Vx⁆ = 0
  xy : ⁅Jx, Vy⁆ = I • Vz
  xz : ⁅Jx, Vz⁆ = (-I) • Vy
  yx : ⁅Jy, Vx⁆ = (-I) • Vz
  yy : ⁅Jy, Vy⁆ = 0
  yz : ⁅Jy, Vz⁆ = I • Vx
  zx : ⁅Jz, Vx⁆ = I • Vy
  zy : ⁅Jz, Vy⁆ = (-I) • Vx
  zz : ⁅Jz, Vz⁆ = 0
```

Finite dimension is not required: matrices qualify, and so do linear maps of a common domain into itself, such as $L_x,L_y,L_z$ and $z$ acting on Schwartz functions. The step from such a domain to unbounded self-adjoint operators on the full Hilbert space needs a separate argument about domains.

By hand, the relations enter through the Jacobi identity
$$[X,[Y,T]]=[[X,Y],T]+[Y,[X,T]],$$
whose first term simplifies once $[X,Y]$ is known. The lemma `jacobi` states this for $[X,Y]=cZ$ with a complex number $c$; its proof expands every bracket and compares the products. The two lemmas before it deal with zero and with scalars inside a commutator.

```lean
variable {Jx Jy Jz T : A}

omit [Algebra ℂ A] in
/-- Every operator commutes with zero. -/
theorem comm_zero (X : A) : ⁅X, (0 : A)⁆ = 0 := by
  rw [Ring.lie_def, mul_zero, zero_mul, sub_zero]

/-- Scalars can be taken out of the second slot of a commutator. -/
theorem comm_smul (c : ℂ) (X Y : A) : ⁅X, c • Y⁆ = c • ⁅X, Y⁆ := by
  simp only [Ring.lie_def, mul_smul_comm, smul_mul_assoc, smul_sub]

/-- The Jacobi identity for two operators with `[X,Y] = cZ`:
`[X,[Y,T]] = c[Z,T] + [Y,[X,T]]`. -/
theorem jacobi {X Y Z : A} {c : ℂ} (h : ⁅X, Y⁆ = c • Z) (T : A) :
    ⁅X, ⁅Y, T⁆⁆ = c • ⁅Z, T⁆ + ⁅Y, ⁅X, T⁆⁆ := by
  have hc : c • ⁅Z, T⁆ = ⁅⁅X, Y⁆, T⁆ := by
    rw [h]
    simp only [Ring.lie_def, mul_smul_comm, smul_mul_assoc, smul_sub]
  rw [hc]
  simp only [Ring.lie_def]
  noncomm_ring
```

The relations are used only to build the vector operator from $T$; reading the two conditions and the formulas off a given vector operator doesn't need them. For the construction, $[J_y,J_z]=iJ_x$ is needed even when the other two relations hold. Take $J_y=J_z=0$, and for $J_x$ and $T$ the spin-one matrices $S_x$ and $S_z$. Both conditions on $T$ hold, but a vector operator would require $iV_x=[J_y,T]=0$ and then $-iT=[J_y,V_x]=0$, although $S_z\neq0$. This example is argued in prose only, like the remarks on finite rotations and dipoles and the counter-examples on self-adjointness below.

## Invariance under rotations about z

The condition $[J_z,T]=0$ says that $T$ is unchanged by rotations about the z axis. In a basis of $J_z$ eigenstates, $T$ connects only states with equal magnetic quantum number.

By hand, it removes one term from each Jacobi identity:
$$[J_z,[J_x,T]]=[[J_z,J_x],T]+[J_x,[J_z,T]]=i[J_y,T],$$
$$[J_z,[J_y,T]]=[[J_z,J_y],T]+[J_y,[J_z,T]]=-i[J_x,T].$$
So $J_z$ rotates the two commutators into each other, as it would the x and y components of a vector. The same condition makes the order of the mixed double commutators irrelevant:
$$[J_x,[J_y,T]]=i[J_z,T]+[J_y,[J_x,T]]=[J_y,[J_x,T]].$$

The first two equations form the lemma `rotate_about_z`, where the hypothesis is called `hz`. The auxiliary equation `hzy` is $[J_z,J_y]=-iJ_x$, obtained by reversing a bracket.

```lean
/-- For an angular momentum triple and an operator `T` that commutes with `Jz`, the commutator
with `Jz` turns `[Jx,T]` into `i[Jy,T]` and `[Jy,T]` into `-i[Jx,T]`. -/
theorem rotate_about_z (hJ : IsAngularMomentum Jx Jy Jz) (hz : ⁅Jz, T⁆ = 0) :
    ⁅Jz, ⁅Jx, T⁆⁆ = I • ⁅Jy, T⁆ ∧ ⁅Jz, ⁅Jy, T⁆⁆ = (-I) • ⁅Jx, T⁆ := by
  have hzy : ⁅Jz, Jy⁆ = (-I) • Jx := by
    rw [neg_smul, ← hJ.yz]
    simp only [Ring.lie_def, neg_sub]
  constructor
  · rw [jacobi hJ.zx, hz, comm_zero, add_zero]
  · rw [jacobi hzy, hz, comm_zero, add_zero]
```

Without this condition the criterion fails. For spin one, $S_y$ satisfies $[S_x,[S_x,S_y]]=S_y$, but $[S_z,S_y]=-iS_x\neq0$, whereas the z component of a vector operator must commute with $S_z$.

## One oscillation per turn about x

For matrices, let $T(\theta)=e^{-i\theta J_x}Te^{i\theta J_x}$ be the operator rotated by an angle $\theta$ about the x axis. Its second derivative at $\theta=0$ is $-[J_x,[J_x,T]]$. The condition $[J_x,[J_x,T]]=T$ therefore gives $T''=-T$ at every angle, so $T(\theta)$ is a combination of $\cos\theta$ and $\sin\theta$ alone. A scalar would stay constant, and a quadrupole component such as $3z^2-r^2$ brings in $\cos2\theta$.

By hand, the condition is used by commuting it with $J_z$. The right side gives $[J_z,T]=0$, so
$$0=[J_z,[J_x,[J_x,T]]]=i[J_y,[J_x,T]]+[J_x,[J_z,[J_x,T]]]$$
$$=i[J_y,[J_x,T]]+i[J_x,[J_y,T]]=2i[J_x,[J_y,T]].$$
Both mixed double commutators vanish. Commuting $J_z$ with the one just found gives
$$0=[J_z,[J_x,[J_y,T]]]=i[J_y,[J_y,T]]-i[J_x,[J_x,T]]=i[J_y,[J_y,T]]-iT,$$
hence $[J_y,[J_y,T]]=T$.

The lemma `double_commutators` follows this order. Its `hswap` is the exchange of the mixed commutators, `h0` divides by $2i$, and `h1` is the second use of $J_z$, from which `h2` removes the factor $i$.

```lean
/-- For an angular momentum triple, if `[Jz,T] = 0` and `[Jx,[Jx,T]] = T`, then both mixed
double commutators of `Jx` and `Jy` with `T` vanish, and `[Jy,[Jy,T]] = T`. -/
theorem double_commutators (hJ : IsAngularMomentum Jx Jy Jz) (hz : ⁅Jz, T⁆ = 0)
    (hx : ⁅Jx, ⁅Jx, T⁆⁆ = T) :
    ⁅Jx, ⁅Jy, T⁆⁆ = 0 ∧ ⁅Jy, ⁅Jx, T⁆⁆ = 0 ∧ ⁅Jy, ⁅Jy, T⁆⁆ = T := by
  have hr := rotate_about_z hJ hz
  -- the two mixed orders agree because `[Jx,Jy]` is proportional to `Jz`
  have hswap : ⁅Jx, ⁅Jy, T⁆⁆ = ⁅Jy, ⁅Jx, T⁆⁆ := by
    rw [jacobi hJ.xy, hz, smul_zero, zero_add]
  -- commute `Jz` with the double commutator condition
  have h : ⁅Jz, ⁅Jx, ⁅Jx, T⁆⁆⁆ = 0 := by rw [hx, hz]
  rw [jacobi hJ.zx, hr.1, comm_smul, ← hswap] at h
  have h0 : ⁅Jx, ⁅Jy, T⁆⁆ = 0 := by
    calc ⁅Jx, ⁅Jy, T⁆⁆ = (-I / 2) • (I • ⁅Jx, ⁅Jy, T⁆⁆ + I • ⁅Jx, ⁅Jy, T⁆⁆) := by
          match_scalars
          linear_combination Complex.I_sq
      _ = 0 := by rw [h, smul_zero]
  -- commute `Jz` with the vanishing mixed commutator
  have h1 : ⁅Jz, ⁅Jx, ⁅Jy, T⁆⁆⁆ = 0 := by rw [h0, comm_zero]
  rw [jacobi hJ.zx, hr.2, comm_smul, hx, neg_smul, ← sub_eq_add_neg, sub_eq_zero] at h1
  have h2 := congrArg (fun X : A => (-I) • X) h1
  simp only [smul_smul, neg_mul, Complex.I_mul_I, neg_neg, one_smul] at h2
  exact ⟨h0, hswap.symm.trans h0, h2⟩
```

With $V_x=-i[J_y,T]$, $V_y=i[J_x,T]$ and $V_z=T$, the nine relations can now be checked:

- For $J_x$: $[J_x,V_x]=-i[J_x,[J_y,T]]=0$, $[J_x,V_y]=i[J_x,[J_x,T]]=iT$, and $[J_x,T]=-iV_y$.
- For $J_y$: $[J_y,V_x]=-i[J_y,[J_y,T]]=-iT$, $[J_y,V_y]=i[J_y,[J_x,T]]=0$, and $[J_y,T]=iV_x$.
- For $J_z$: $[J_z,V_x]=-[J_x,T]=iV_y$, $[J_z,V_y]=-[J_y,T]=-iV_x$, and $[J_z,T]=0$.

Conversely, let $(V_x,V_y,T)$ be a vector operator. Then $[J_z,T]=0$ is one of the nine relations. From $[J_x,T]=-iV_y$ follows $V_y=i[J_x,T]$, and from $[J_y,T]=iV_x$ follows $V_x=-i[J_y,T]$. Finally, $[J_x,[J_x,T]]=-i[J_x,V_y]=-i\cdot iT=T$.

The next theorem contains both directions for given $V_x$ and $V_y$. Its second half substitutes the two formulas and fills the nine fields in turn.

```lean
/-- For an angular momentum triple, `(Vx, Vy, T)` is a vector operator exactly when
`[Jz,T] = 0`, `[Jx,[Jx,T]] = T`, `Vx = -i[Jy,T]` and `Vy = i[Jx,T]`. -/
theorem isVectorOperator_iff (hJ : IsAngularMomentum Jx Jy Jz) (Vx Vy : A) :
    IsVectorOperator Jx Jy Jz Vx Vy T ↔
      ⁅Jz, T⁆ = 0 ∧ ⁅Jx, ⁅Jx, T⁆⁆ = T ∧ Vx = (-I) • ⁅Jy, T⁆ ∧ Vy = I • ⁅Jx, T⁆ := by
  constructor
  · intro hV
    refine ⟨hV.zz, ?_, ?_, ?_⟩
    · rw [hV.xz, comm_smul, hV.xy]
      simp only [smul_smul, neg_mul, Complex.I_mul_I, neg_neg, one_smul]
    · rw [hV.yz]
      simp only [smul_smul, neg_mul, Complex.I_mul_I, neg_neg, one_smul]
    · rw [hV.xz]
      simp only [smul_smul, mul_neg, Complex.I_mul_I, neg_neg, one_smul]
  · rintro ⟨hz, hx, rfl, rfl⟩
    obtain ⟨hxy, hyx, hyy⟩ := double_commutators hJ hz hx
    have hr := rotate_about_z hJ hz
    exact
      { xx := by rw [comm_smul, hxy, smul_zero]
        xy := by rw [comm_smul, hx]
        xz := by simp only [smul_smul, neg_mul, Complex.I_mul_I, neg_neg, one_smul]
        yx := by rw [comm_smul, hyy]
        yy := by rw [comm_smul, hyx, smul_zero]
        yz := by simp only [smul_smul, mul_neg, Complex.I_mul_I, neg_neg, one_smul]
        zx := by
          rw [comm_smul, hr.2]
          simp only [smul_smul, neg_mul, mul_neg, neg_neg]
        zy := by
          rw [comm_smul, hr.1]
          simp only [smul_smul, neg_mul, mul_neg, neg_neg]
        zz := hz }
```

The criterion itself asks only whether suitable $V_x$ and $V_y$ exist. Its first part is the equivalence, and its second part says that every vector operator with z component $T$ has the stated x and y components. The case $T=0$ is included and belongs to the zero vector operator.

```lean
/-- For an angular momentum triple, `T` is the z component of some vector operator if and only
if `[Jz,T] = 0` and `[Jx,[Jx,T]] = T`. The other two components of any such vector operator
are `-i[Jy,T]` and `i[Jx,T]`. -/
theorem z_component_criterion (hJ : IsAngularMomentum Jx Jy Jz) (T : A) :
    ((∃ Vx Vy, IsVectorOperator Jx Jy Jz Vx Vy T) ↔ ⁅Jz, T⁆ = 0 ∧ ⁅Jx, ⁅Jx, T⁆⁆ = T) ∧
      ∀ Vx Vy, IsVectorOperator Jx Jy Jz Vx Vy T →
        Vx = (-I) • ⁅Jy, T⁆ ∧ Vy = I • ⁅Jx, T⁆ := by
  refine ⟨⟨?_, ?_⟩, fun Vx Vy hV => ((isVectorOperator_iff hJ Vx Vy).1 hV).2.2⟩
  · rintro ⟨Vx, Vy, hV⟩
    have h := (isVectorOperator_iff hJ Vx Vy).1 hV
    exact ⟨h.1, h.2.1⟩
  · rintro ⟨hz, hx⟩
    exact ⟨_, _, (isVectorOperator_iff hJ _ _).2 ⟨hz, hx, rfl, rfl⟩⟩
```

Without the double commutator condition the criterion fails for the identity matrix at spin one: it commutes with $S_z$, but its double commutator with $S_x$ is zero.

## Dipole matrices for an s and a p shell

In an electronic-structure calculation for one atom, with a one-centre basis containing complete shells, the criterion lets the matrices of $x$ and $y$ be built from that of $z$. Coordinates and angular momentum are both taken about the nucleus. Take one s state $|s\rangle$ and the p states $|1,m\rangle$ with $m=-1,0,1$ and the usual Condon–Shortley phases, and let $z|s\rangle=d\,|1,0\rangle$ within this basis, where $d$ is the radial and angular integral. Here $J$ is the orbital angular momentum $L$. Since $L_y|s\rangle=0$,
$$x|s\rangle=-i[L_y,z]|s\rangle=-i\,d\,L_y|1,0\rangle=\frac{d}{\sqrt2}\bigl(|1,-1\rangle-|1,1\rangle\bigr),$$
and in the same way
$$y|s\rangle=i\,d\,L_x|1,0\rangle=\frac{i\,d}{\sqrt2}\bigl(|1,-1\rangle+|1,1\rangle\bigr).$$
These are $d$ times the normalised $p_x$ and $p_y$ states. Only one integral has been evaluated.

## Self-adjoint generators and a self-adjoint T

An observable is represented by a self-adjoint operator, and the components built from $T$ should be observables when $T$ is. If $B$ and $T$ are self-adjoint, then
$$(i[B,T])^\dagger=-i(TB-BT)=i[B,T].$$
With $B=J_x$ this gives $V_y$, and with $B=J_y$ it gives $-V_x$. In Lean, `star` is the adjoint and `StarModule ℂ A` makes it conjugate complex scalars. The displayed equation is the step `key`.

```lean
/-- If `Jx`, `Jy` and the z component of a vector operator are self-adjoint, then so are its
x and y components. -/
theorem components_selfAdjoint [StarRing A] [StarModule ℂ A] {Vx Vy : A}
    (hV : IsVectorOperator Jx Jy Jz Vx Vy T)
    (hJx : IsSelfAdjoint Jx) (hJy : IsSelfAdjoint Jy) (hT : IsSelfAdjoint T) :
    IsSelfAdjoint Vx ∧ IsSelfAdjoint Vy := by
  -- `i` times a commutator of self-adjoint operators is self-adjoint
  have key : ∀ B : A, IsSelfAdjoint B → IsSelfAdjoint (I • ⁅B, T⁆) := by
    intro B hB
    have hI : star I = -I := Complex.conj_I
    rw [isSelfAdjoint_iff, Ring.lie_def, star_smul, star_sub, star_mul, star_mul,
      hB.star_eq, hT.star_eq, hI, neg_smul, ← smul_neg, neg_sub]
  have h1 : Vx = -(I • ⁅Jy, T⁆) := by
    rw [hV.yz, smul_smul, Complex.I_mul_I, neg_smul, one_smul, neg_neg]
  have h2 : Vy = I • ⁅Jx, T⁆ := by
    rw [hV.xz, smul_smul, mul_neg, Complex.I_mul_I, neg_neg, one_smul]
  rw [h1, h2]
  exact ⟨(key Jy hJy).neg, key Jx hJx⟩
```

Self-adjointness of $T$ is needed: $iS_z$ is the z component of the vector operator $(iS_x,iS_y,iS_z)$, whose other components are not self-adjoint. If $T$ is self-adjoint but neither $J_x$ nor $J_y$ is, the conclusion can fail too. For real $a\neq0$, the triple $J_x=\cosh a\,S_x+i\sinh a\,S_y$, $J_y=-i\sinh a\,S_x+\cosh a\,S_y$, $J_z=S_z$ satisfies the angular momentum relations and is a vector operator with respect to itself. Its z component is self-adjoint and its x component is not.

## Spin one separates the two conditions

The matrices below are $S_x,S_y,S_z$ in the Cartesian basis, with entries $(S_a)_{bc}=-i\varepsilon_{abc}$. In this basis $S_z$ is not diagonal, unlike in the usual basis of its eigenstates.

```lean
/-- The x component of spin one in the Cartesian basis. -/
def spinX : Matrix (Fin 3) (Fin 3) ℂ := !![0, 0, 0; 0, 0, -I; 0, I, 0]

/-- The y component of spin one in the Cartesian basis. -/
def spinY : Matrix (Fin 3) (Fin 3) ℂ := !![0, 0, I; 0, 0, 0; -I, 0, 0]

/-- The z component of spin one in the Cartesian basis. -/
def spinZ : Matrix (Fin 3) (Fin 3) ℂ := !![0, -I, 0; I, 0, 0; 0, 0, 0]
```

They satisfy the angular momentum relations, and the nonzero matrix $S_z$ meets both conditions on $T$. The proof compares the matrices entry by entry.

```lean
/-- The spin-one matrices are an angular momentum triple, and the nonzero matrix `spinZ`
meets both conditions of the criterion. -/
theorem spin_one_witness : IsAngularMomentum spinX spinY spinZ ∧ spinZ ≠ 0 ∧
    ⁅spinZ, spinZ⁆ = 0 ∧ ⁅spinX, ⁅spinX, spinZ⁆⁆ = spinZ := by
  have hne : spinZ ≠ 0 := by
    intro h
    have h01 := congrFun (congrFun h 0) 1
    simp [spinZ] at h01
  refine ⟨⟨?_, ?_, ?_⟩, hne, ?_, ?_⟩
  all_goals
    ext i j
    fin_cases i <;> fin_cases j <;>
      simp [Ring.lie_def, spinX, spinY, spinZ]
```

The last theorem establishes the two failures described earlier. For $S_y$, the commutation relations give the double commutator, and a nonzero entry of $[S_z,S_y]$ excludes a vector operator. For the identity, the criterion would require the zero matrix to equal the identity.

```lean
/-- Neither condition suffices alone. For spin one, `spinY` meets the double commutator
condition and the identity commutes with `spinZ`, but neither is the z component of a vector
operator. -/
theorem both_conditions_needed :
    (⁅spinX, ⁅spinX, spinY⁆⁆ = spinY ∧
      ¬ ∃ Vx Vy, IsVectorOperator spinX spinY spinZ Vx Vy spinY) ∧
    (⁅spinZ, (1 : Matrix (Fin 3) (Fin 3) ℂ)⁆ = 0 ∧
      ¬ ∃ Vx Vy, IsVectorOperator spinX spinY spinZ Vx Vy 1) := by
  have hJ := spin_one_witness.1
  refine ⟨⟨?_, ?_⟩, ?_, ?_⟩
  · have hxz : ⁅spinX, spinZ⁆ = (-I) • spinY := by
      rw [neg_smul, ← hJ.zx]
      simp only [Ring.lie_def, neg_sub]
    rw [hJ.xy, comm_smul, hxz, smul_smul, mul_neg, Complex.I_mul_I, neg_neg, one_smul]
  · rintro ⟨Vx, Vy, hV⟩
    -- `[Jz,Jy]` does not vanish
    have h12 := congrFun (congrFun hV.zz 1) 2
    simp [Ring.lie_def, spinY, spinZ] at h12
  · rw [Ring.lie_def, mul_one, one_mul, sub_self]
  · intro hV
    -- the double commutator with the identity is zero, not the identity
    have h := ((z_component_criterion hJ 1).1.1 hV).2
    simp [Ring.lie_def] at h

end

end VectorOperatorCriterion
```

```lean
#print axioms VectorOperatorCriterion.isVectorOperator_iff
#print axioms VectorOperatorCriterion.components_selfAdjoint
#print axioms VectorOperatorCriterion.both_conditions_needed
```

```
'VectorOperatorCriterion.isVectorOperator_iff' depends on axioms: [propext, Classical.choice, Quot.sound]
'VectorOperatorCriterion.components_selfAdjoint' depends on axioms: [propext, Classical.choice, Quot.sound]
'VectorOperatorCriterion.both_conditions_needed' depends on axioms: [propext, Classical.choice, Quot.sound]
```
